# For N ≥ 2 independent Abrikosov-fermion flavours with occupation 1/N, the one-fermion constraint is violated with probability at least 1/2

Take two fermion flavours on one site, each occupied with probability $1/2$ independently of the other. The four configurations (empty, first flavour only, second flavour only, both) have weight $1/4$ each. The mean number of fermions is $0\cdot\tfrac14+1\cdot\tfrac12+2\cdot\tfrac14=1$, yet exactly one fermion is present with probability only $1/2$. The empty and doubly occupied configurations balance in the average, and both violate the constraint.

In the Abrikosov-fermion description of a spin-1/2 local moment, and in its extension to $N$ flavours with the required charge kept at one, the physical states are those with exactly one fermion on the site. Charge here means the number of these fermions, not electric charge. The fermions carry the spin and are called slave fermions in the code; in t-J models that name usually refers to a different scheme, with fermionic holes and bosonic spins. A mean-field treatment fixes only the average. For independent, equally occupied flavours with mean charge one, increasing the number $N$ of flavours makes the violation more probable: the probability $P_N$ of exactly one fermion falls from $1/2$ at $N=2$ towards $e^{-1}$.

## The flavours are independent

Independence stands for a mean-field state whose local density matrix is Gaussian and diagonal in flavour, without pairing. If flavour $i$ has occupation $n_i$, the configuration with occupied set $S$ has weight

$$w(S)=\prod_{i\in S}n_i\prod_{i\notin S}(1-n_i).$$

In Lean, the flavours are the elements of `Fin N`, a configuration is a `Finset (Fin N)`, and `Sᶜ` is the set of empty flavours. `chargeProb n Q` adds the weights of all sets of size $Q$, and `constraintProb N` is $P_N$. Independence is thus built into the definition of `weight`; it is not derived from a Hamiltonian.

```lean
import Mathlib

open Filter Topology

namespace SlaveFermionConstraint

noncomputable section

/-- Weight of the configuration in which exactly the flavours in `S` are occupied, for
independent fermions with occupations `n i`. -/
def weight {N : ℕ} (n : Fin N → ℝ) (S : Finset (Fin N)) : ℝ :=
  (∏ i ∈ S, n i) * ∏ i ∈ Sᶜ, (1 - n i)

/-- Total weight of the configurations that contain exactly `Q` fermions. -/
def chargeProb {N : ℕ} (n : Fin N → ℝ) (Q : ℕ) : ℝ :=
  ∑ S ∈ Finset.univ.filter (fun S : Finset (Fin N) => S.card = Q), weight n S

/-- Probability that exactly one slave fermion is present when each of the `N ≥ 1` independent
flavours has occupation `1/N`. -/
def constraintProb (N : ℕ) : ℝ :=
  chargeProb (fun _ : Fin N => 1 / (N : ℝ)) 1
```

The derivation uses the product form first for normalisation. Expanding $\prod_i\big(n_i+(1-n_i)\big)=1$ gives one term $w(S)$ for each $S$, so the weights sum to one. `Finset.prod_add` is this expansion.

```lean
/-- The weights of all configurations add up to one. -/
theorem sum_weight {N : ℕ} (n : Fin N → ℝ) : ∑ S, weight n S = 1 := by
  have h := Finset.prod_add n (fun i => 1 - n i) Finset.univ
  simp only [add_sub_cancel, Finset.prod_const_one, Finset.powerset_univ,
    ← Finset.compl_eq_univ_sdiff] at h
  exact h.symm
```

For the mean charge, write $|S|$ as a sum over the flavours in $S$ and exchange the sums:

$$\sum_S w(S)\,|S|=\sum_i\sum_{S\ni i}w(S)=\sum_i n_i.$$

The inner sum is $n_i$ because removing the term $1-n_i$ from factor $i$ of the expansion leaves $n_i\prod_{j\ne i}1$. In the proof, `key` does this by replacing $1-n_i$ with zero, which eliminates every configuration that lacks $i$; `Finset.sum_comm` exchanges the sums.

```lean
/-- The mean number of fermions is the sum of the occupations. -/
theorem mean_charge {N : ℕ} (n : Fin N → ℝ) :
    ∑ S, weight n S * (S.card : ℝ) = ∑ i, n i := by
  -- the configurations containing flavour `i` have total weight `n i`
  have key : ∀ i, ∑ S, (if i ∈ S then weight n S else 0) = n i := by
    intro i
    have h := Finset.prod_add n (fun j => if j = i then 0 else 1 - n j) Finset.univ
    have hl : ∏ j, (n j + if j = i then 0 else 1 - n j) = n i := by
      rw [Finset.prod_eq_single i]
      · simp
      · intro j _ hj
        simp [hj]
      · simp
    rw [Finset.powerset_univ] at h
    refine Eq.trans ?_ (h.symm.trans hl)
    refine Finset.sum_congr rfl fun S _ => ?_
    rw [← Finset.compl_eq_univ_sdiff]
    by_cases hi : i ∈ S
    · rw [if_pos hi, weight]
      congr 1
      refine Finset.prod_congr rfl fun j hj => ?_
      have hji : j ≠ i := by
        rintro rfl
        exact (Finset.mem_compl.mp hj) hi
      simp [hji]
    · have h0 : ∏ j ∈ Sᶜ, (if j = i then (0 : ℝ) else 1 - n j) = 0 :=
        Finset.prod_eq_zero (Finset.mem_compl.mpr hi) (by simp)
      simp only [if_neg hi, h0, mul_zero]
  calc ∑ S, weight n S * (S.card : ℝ)
      = ∑ S, ∑ i, (if i ∈ S then weight n S else 0) := by
        refine Finset.sum_congr rfl fun S _ => ?_
        rw [Finset.sum_ite_mem, Finset.univ_inter, Finset.sum_const, nsmul_eq_mul, mul_comm]
    _ = ∑ i, ∑ S, (if i ∈ S then weight n S else 0) := Finset.sum_comm
    _ = ∑ i, n i := Finset.sum_congr rfl fun i _ => key i
```

Both identities hold for arbitrary real $n_i$. The weights are probabilities when every $n_i$ lies in $[0,1]$, as it does for $1/N$ with $N\ge1$.

Without independence, the occupations do not in general determine the probability of exactly one fermion. A mixture of the $N$ one-fermion configurations with equal weights also has occupation $1/N$ in each flavour, but it satisfies the constraint with certainty.

## Every occupation equals 1/N

This condition combines flavour symmetry, which makes the occupations equal, with the average constraint, which makes them sum to one. The mean charge is then $N\cdot(1/N)=1$.

```lean
/-- With occupation `1/N` for each of `N ≥ 1` flavours, the mean number of fermions is one. -/
theorem average_constraint {N : ℕ} (hN : 1 ≤ N) :
    ∑ S, weight (fun _ : Fin N => 1 / (N : ℝ)) S * (S.card : ℝ) = 1 := by
  have h : (N : ℝ) ≠ 0 := Nat.cast_ne_zero.mpr (by omega)
  rw [mean_charge, Finset.sum_const, Finset.card_univ, Fintype.card_fin, nsmul_eq_mul,
    mul_one_div_cancel h]
```

The one-fermion sector can be enumerated before the occupations are specialised. A set of size one is $\{i\}$ for a unique $i$, so

$$P(Q=1)=\sum_i n_i\prod_{j\ne i}(1-n_j).$$

The proof identifies the sets of size one with the image of the map $i\mapsto\{i\}$; injectivity of that map ensures that no configuration is counted twice.

```lean
/-- For independent flavours with arbitrary occupations, the total weight of the one-fermion
configurations is the sum over `i` of `n i` times the product of `1 - n j` over all other flavours
`j`. -/
theorem chargeProb_one {N : ℕ} (n : Fin N → ℝ) :
    chargeProb n 1 = ∑ i, n i * ∏ j ∈ {i}ᶜ, (1 - n j) := by
  have h : Finset.univ.filter (fun S : Finset (Fin N) => S.card = 1)
      = Finset.univ.image (fun i : Fin N => ({i} : Finset (Fin N))) := by
    ext S
    simp only [Finset.mem_filter, Finset.mem_univ, true_and, Finset.mem_image,
      Finset.card_eq_one]
    exact ⟨fun ⟨i, h⟩ => ⟨i, h.symm⟩, fun ⟨i, h⟩ => ⟨i, h.symm⟩⟩
  rw [chargeProb, h, Finset.sum_image]
  · simp only [weight, Finset.prod_singleton]
  · intro i _ j _ hij
    simpa using hij
```

Setting $n_i=1/N$ makes all $N$ terms equal:

$$P_N=N\cdot\frac1N\Big(1-\frac1N\Big)^{N-1}=\Big(1-\frac1N\Big)^{N-1}.$$

The proof evaluates the constant sum and product by counting their terms and cancels $N\cdot(1/N)$.

```lean
/-- For `N ≥ 1` independent flavours with occupation `1/N`, the probability of exactly one fermion
is `(1 - 1/N)^(N-1)`. -/
theorem constraintProb_eq {N : ℕ} (hN : 1 ≤ N) :
    constraintProb N = (1 - 1 / (N : ℝ)) ^ (N - 1) := by
  have h : (N : ℝ) ≠ 0 := Nat.cast_ne_zero.mpr (by omega)
  rw [constraintProb, chargeProb_one]
  simp only [Finset.prod_const, Finset.card_compl, Finset.card_singleton, Fintype.card_fin,
    Finset.sum_const, Finset.card_univ, nsmul_eq_mul]
  rw [← mul_assoc, mul_one_div_cancel h, one_mul]
```

For $N=3$ the weights can be listed by charge:

| Fermions present | Total weight |
|---|---|
| 0 | $(2/3)^3=8/27$ |
| 1 | $3\cdot\tfrac13\cdot(2/3)^2=12/27$ |
| 2 | $3\cdot(1/3)^2\cdot\tfrac23=6/27$ |
| 3 | $(1/3)^3=1/27$ |

They sum to one, and the mean is $(12+12+3)/27=1$. The constraint holds with probability $P_3=4/9\approx0.444$ and fails with probability $5/9$.

Independence and a mean charge of one do not suffice for the formula. With $N=2$ and occupations $(1,0)$, exactly one fermion is always present. Such a state breaks the flavour symmetry.

## At least one flavour

The closed formula and the comparison of $P_{N+1}$ with $P_N$ need $N\ge1$, which says that there is a flavour to occupy. At $N=0$ the one-fermion probability is zero, so the step to $P_1=1$ is an increase.

For the strict decrease, write $N=m+1$. If $m=0$, the claim is $1/2<1$. For $m\ge1$ put

$$b=\frac1{m+1},\qquad r=1-\frac1{m+2},$$

so that $P_N=(1-b)^m$ and $P_{N+1}=r^{m+1}$. Since $r(1+b)=1$, we have $r(1-b^2)=1-b$. Bernoulli's inequality and $mb=1-b$ give

$$(1-b^2)^m\ge1-mb^2=1-b+b^2.$$

Multiplying by the remaining factor $1-b^2$ yields

$$(1-b^2)^{m+1}\ge(1-b+b^2)(1-b^2)=1-b+b^3(1-b)>1-b.$$

Therefore

$$r^{m+1}(1-b)<r^{m+1}(1-b^2)^{m+1}=(1-b)^{m+1},$$

and division by $1-b>0$ gives $P_{N+1}<P_N$.

The proof uses the hypothesis to write $N$ as $m+1$. Its `hbern`, `hstrict` and `hfin` are the last three displayed inequalities; `linear_combination` checks the algebraic identities and `nlinarith` supplies the polynomial inequalities.

```lean
/-- Adding a flavour to `N ≥ 1` independent flavours, with the occupation reset from `1/N` to
`1/(N+1)`, strictly lowers the probability of exactly one fermion. -/
theorem constraintProb_succ_lt {N : ℕ} (hN : 1 ≤ N) :
    constraintProb (N + 1) < constraintProb N := by
  obtain ⟨m, rfl⟩ : ∃ m, N = m + 1 := ⟨N - 1, by omega⟩
  rw [constraintProb_eq (by omega), constraintProb_eq (by omega), Nat.add_sub_cancel,
    Nat.add_sub_cancel]
  rcases Nat.eq_zero_or_pos m with rfl | hm
  · norm_num
  have hx : (0 : ℝ) < m := Nat.cast_pos.mpr hm
  obtain ⟨b, hb⟩ : ∃ b : ℝ, b = 1 / ((m + 1 : ℕ) : ℝ) := ⟨_, rfl⟩
  obtain ⟨r, hr⟩ : ∃ r : ℝ, r = 1 - 1 / ((m + 1 + 1 : ℕ) : ℝ) := ⟨_, rfl⟩
  rw [← hb, ← hr]
  have h1 : b * ((m : ℝ) + 1) = 1 := by
    rw [hb, Nat.cast_add, Nat.cast_one]
    exact one_div_mul_cancel (by positivity)
  have h2 : r * ((m : ℝ) + 2) = m + 1 := by
    have h : 1 / ((m + 1 + 1 : ℕ) : ℝ) * ((m + 1 + 1 : ℕ) : ℝ) = 1 :=
      one_div_mul_cancel (by positivity)
    have hc : ((m + 1 + 1 : ℕ) : ℝ) = (m : ℝ) + 2 := by
      push_cast
      ring
    rw [hc] at h hr
    rw [hr]
    linear_combination -h
  have hb0 : 0 < b := by rw [hb]; positivity
  have hb1 : b < 1 := by nlinarith [mul_pos hb0 hx]
  have hr0 : 0 < r := by
    by_contra hneg
    nlinarith [mul_nonneg (neg_nonneg.mpr (not_lt.mp hneg)) hx.le]
  have hrb : r * (1 + b) = 1 := by
    linear_combination b * h2 + (1 - r) * h1
  have hrq : r * (1 - b ^ 2) = 1 - b := by linear_combination (1 - b) * hrb
  -- Bernoulli's inequality, sharpened by one extra factor
  have hbern : 1 - b + b ^ 2 ≤ (1 - b ^ 2) ^ m := by
    have h := one_add_mul_le_pow (a := -b ^ 2) (by nlinarith) m
    calc 1 - b + b ^ 2 = 1 + (m : ℝ) * (-b ^ 2) := by linear_combination b * h1
      _ ≤ (1 + -b ^ 2) ^ m := h
      _ = (1 - b ^ 2) ^ m := by rw [← sub_eq_add_neg]
  have hstrict : 1 - b < (1 - b ^ 2) ^ (m + 1) := by
    have h3 : 0 < 1 - b ^ 2 := by nlinarith
    have h4 : 0 < (1 - b) * b ^ 3 := mul_pos (by linarith) (by positivity)
    rw [pow_succ]
    calc 1 - b < (1 - b + b ^ 2) * (1 - b ^ 2) := by nlinarith [h4]
      _ ≤ (1 - b ^ 2) ^ m * (1 - b ^ 2) := mul_le_mul_of_nonneg_right hbern h3.le
  have hfin : r ^ (m + 1) * (1 - b) < (1 - b) ^ m * (1 - b) := by
    calc r ^ (m + 1) * (1 - b) < r ^ (m + 1) * (1 - b ^ 2) ^ (m + 1) :=
          mul_lt_mul_of_pos_left hstrict (pow_pos hr0 _)
      _ = (1 - b) ^ m * (1 - b) := by rw [← mul_pow, hrq, pow_succ]
  exact lt_of_mul_lt_mul_right hfin (by linarith)
```

## At least two flavours

With two or more flavours, the site can hold more than one fermion, and the independent state at occupation $1/N$ fluctuates in charge. The derivation uses $N\ge2$ to divide by $m=N-1$. Let $c=1/N$. From $1+1/m<e^{1/m}$ and $(1+1/m)(1-c)=1$ it follows that $e^{-1/m}<1-c$. Raising this to the power $m$ gives $e^{-1}<P_N$. In the other direction, $1-c\le e^{-c}$ raised to the power $N$ gives $(1-c)^N\le e^{-1}$, and one division by $1-c$ leaves

$$e^{-1}<P_N\le\frac{e^{-1}}{1-1/N}.$$

The two branches of the next proof follow these two calculations. At $N=3$ the bounds are approximately $0.368$ and $0.552$, on either side of $4/9$.

```lean
/-- For `N ≥ 2` independent flavours with occupation `1/N`, the probability of exactly one fermion
lies strictly above `exp(-1)` and does not exceed `exp(-1) / (1 - 1/N)`. -/
theorem constraintProb_bounds {N : ℕ} (hN : 2 ≤ N) :
    Real.exp (-1) < constraintProb N ∧
      constraintProb N ≤ Real.exp (-1) / (1 - 1 / (N : ℝ)) := by
  obtain ⟨m, rfl⟩ : ∃ m, N = m + 1 := ⟨N - 1, by omega⟩
  have hm : m ≠ 0 := by omega
  have hx : (0 : ℝ) < m := Nat.cast_pos.mpr (by omega)
  rw [constraintProb_eq (by omega), Nat.add_sub_cancel]
  obtain ⟨c, hc⟩ : ∃ c : ℝ, c = 1 / ((m + 1 : ℕ) : ℝ) := ⟨_, rfl⟩
  rw [← hc]
  have h1 : c * ((m : ℝ) + 1) = 1 := by
    rw [hc, Nat.cast_add, Nat.cast_one]
    exact one_div_mul_cancel (by positivity)
  have hc0 : 0 < c := by rw [hc]; positivity
  have hq : 0 < 1 - c := by nlinarith [mul_pos hc0 hx]
  have hm1 : (m : ℝ) * (1 / (m : ℝ)) = 1 := mul_one_div_cancel hx.ne'
  constructor
  · -- `1 + 1/m < exp(1/m)`, inverted and raised to the power `m`
    have h2 := Real.add_one_lt_exp (x := 1 / (m : ℝ)) (by positivity)
    have h3 : (1 / (m : ℝ) + 1) * (1 - c) = 1 := by
      linear_combination (-(1 / (m : ℝ))) * h1 + c * hm1
    have h4 : Real.exp (-(1 / (m : ℝ))) < 1 - c := by
      have h5 : Real.exp (1 / (m : ℝ)) * Real.exp (-(1 / (m : ℝ))) = 1 := by
        rw [← Real.exp_add, add_neg_cancel, Real.exp_zero]
      nlinarith [mul_lt_mul_of_pos_right h2 hq, Real.exp_pos (1 / (m : ℝ))]
    have h6 : Real.exp (-1) = Real.exp (-(1 / (m : ℝ))) ^ m := by
      rw [← Real.exp_nat_mul]
      congr 1
      linear_combination hm1
    rw [h6]
    exact pow_lt_pow_left₀ h4 (Real.exp_pos _).le hm
  · -- `1 - 1/N ≤ exp(-1/N)`, raised to the power `N`
    rw [le_div_iff₀ hq, ← pow_succ]
    have h2 : 1 - c ≤ Real.exp (-c) := by linarith [Real.add_one_le_exp (-c)]
    calc (1 - c) ^ (m + 1) ≤ Real.exp (-c) ^ (m + 1) := pow_le_pow_left₀ hq.le h2 _
      _ = Real.exp (-1) := by
        rw [← Real.exp_nat_mul]
        congr 1
        push_cast
        linear_combination -h1
```

As $N$ grows, the upper bound tends to $e^{-1}$, so $P_N$ does too. The theorem `constraint_not_restored` has four parts: the closed formula for every $N\ge2$, the value $1/2$ at $N=2$, the inequality $P_N<P_M$ whenever $2\le M<N$, and the limit along the natural numbers. The third part follows by induction on the gap between $M$ and $N$, using the one-step decrease; the fourth is the squeeze. In this theorem the restriction $N\ge2$ is a choice of range, since the formula and the decrease already hold from $N=1$.

```lean
/-- For `N ≥ 2` independent slave fermions with occupation `1/N`, the probability of exactly
one fermion is `(1 - 1/N)^(N-1)`; it is `1/2` at `N = 2`, decreases strictly with `N` and
tends to `exp(-1)`. -/
theorem constraint_not_restored :
    (∀ N : ℕ, 2 ≤ N → constraintProb N = (1 - 1 / (N : ℝ)) ^ (N - 1)) ∧
    constraintProb 2 = 1 / 2 ∧
    (∀ M N : ℕ, 2 ≤ M → M < N → constraintProb N < constraintProb M) ∧
    Tendsto constraintProb atTop (𝓝 (Real.exp (-1))) := by
  refine ⟨fun N hN => constraintProb_eq (by omega), ?_, ?_, ?_⟩
  · rw [constraintProb_eq (by norm_num)]
    norm_num
  · intro M N hM hMN
    obtain ⟨k, rfl⟩ : ∃ k, N = M + k + 1 := ⟨N - M - 1, by omega⟩
    clear hMN
    induction k with
    | zero => exact constraintProb_succ_lt (by omega)
    | succ k ih => exact (constraintProb_succ_lt (N := M + k + 1) (by omega)).trans ih
  · -- squeeze between the two exponential bounds
    have h0 : Tendsto (fun N : ℕ => 1 / (N : ℝ)) atTop (𝓝 0) :=
      tendsto_one_div_atTop_nhds_zero_nat
    have h1 : Tendsto (fun N : ℕ => Real.exp (-1) / (1 - 1 / (N : ℝ))) atTop
        (𝓝 (Real.exp (-1) / (1 - 0))) :=
      tendsto_const_nhds.div (tendsto_const_nhds.sub h0) (by norm_num)
    rw [sub_zero, div_one] at h1
    refine tendsto_of_tendsto_of_tendsto_of_le_of_le' tendsto_const_nhds h1 ?_ ?_
    · filter_upwards [eventually_ge_atTop 2] with N hN
      exact (constraintProb_bounds hN).1.le
    · filter_upwards [eventually_ge_atTop 2] with N hN
      exact (constraintProb_bounds hN).2
```

The total weight $v$ of the configurations with any number of fermions other than one is $1-P_N$, by normalisation. The decrease from $P_2=1/2$ gives $P_N\le1/2$, and the lower exponential bound gives $P_N>e^{-1}$. Hence

$$\frac12\le v<1-e^{-1}\approx0.632.$$

The proof splits the sum of all weights into the sets of size one and the rest, then inserts these two bounds. Here $N\ge2$ matters: a single flavour with occupation one always satisfies the constraint, so $v=0$ and the lower bound fails.

```lean
/-- For `N ≥ 2` independent flavours, the configurations violating the one-fermion constraint carry
total weight at least `1/2` and less than `1 - exp(-1)` when each occupation is `1/N`. -/
theorem violation_bounds {N : ℕ} (hN : 2 ≤ N) :
    let v := ∑ S ∈ Finset.univ.filter (fun S : Finset (Fin N) => ¬ S.card = 1),
      weight (fun _ => 1 / (N : ℝ)) S
    1 / 2 ≤ v ∧ v < 1 - Real.exp (-1) := by
  intro v
  have h : constraintProb N + v = 1 :=
    (Finset.sum_filter_add_sum_filter_not Finset.univ
      (fun S : Finset (Fin N) => S.card = 1) _).trans (sum_weight _)
  have hlow := (constraintProb_bounds hN).1
  have hhalf : constraintProb N ≤ 1 / 2 := by
    obtain ⟨_, h2, hanti, _⟩ := constraint_not_restored
    rcases Nat.eq_or_lt_of_le hN with rfl | hlt
    · exact h2.le
    · exact (hanti 2 N le_rfl hlt).le.trans h2.le
  constructor <;> linarith

end

end SlaveFermionConstraint
```

```lean
#print axioms SlaveFermionConstraint.average_constraint
#print axioms SlaveFermionConstraint.violation_bounds
```

```
'SlaveFermionConstraint.average_constraint' depends on axioms: [propext, Classical.choice, Quot.sound]
'SlaveFermionConstraint.violation_bounds' depends on axioms: [propext, Classical.choice, Quot.sound]
```

These statements concern the charge distribution of one site with the required charge held at one. They do not treat the large-$N$ scheme in which that charge grows in proportion to $N$, and they give no error estimate for energies or other observables.
